# The second moment of the Fermi window is $\pi^2/3$, and so is four times the alternating sum of inverse squares

## Can the factor $\pi^2/3$ be derived and machine-checked?

If I count only the energies above the chemical potential, the second moment of the Fermi window comes out as $\pi^2/6$, and the low-temperature heat capacity of my non-interacting electron gas is half of what it should be. If I expand the window in exponentials and integrate over the whole energy axis, every term diverges. The accepted value is $\pi^2/3$, and I have seen it written as

$$4\sum_{n\ge 0}\frac{(-1)^n}{(n+1)^2}=\frac{\pi^2}{3}.$$

I would like to see this series summed from the Basel sum, and its link to the integral made rigorous, including the exchange of sum and integral. Can all of it be checked by machine?

## From the Basel sum to the thermal integral

Yes. The series comes first, then the integral, and the Lean file follows the same route.

**The series.** Start from the Basel sum $\sum_{n\ge0}1/(n+1)^2=\pi^2/6$. The terms with even denominators, $n+1=2(k+1)$, give

$$\sum_{k\ge0}\frac{1}{(2(k+1))^2}=\frac14\cdot\frac{\pi^2}{6}=\frac{\pi^2}{24}.$$

The terms with odd denominators, $n+1=2k+1$, give the rest, $\pi^2/6-\pi^2/24=\pi^2/8$. In the alternating series the odd denominators carry a plus sign and the even ones a minus sign, so

$$4\sum_{n\ge0}\frac{(-1)^n}{(n+1)^2}=4\left(\frac{\pi^2}{8}-\frac{\pi^2}{24}\right)=\frac{\pi^2}{3}.$$

**The window.** Let $x=(E-\mu)/kT$ be the energy $E$ measured from the chemical potential $\mu$ in units of $kT$, where $k$ is now the Boltzmann constant and $T>0$ the temperature. The occupation is $f(x)=1/(e^x+1)$, and the Fermi window is

$$w(x)=-f'(x)=\frac{e^x}{(e^x+1)^2}.$$

Multiplying the numerator and denominator of $w(-x)$ by $e^{2x}$ gives $w(-x)=w(x)$.

For $x>0$, put $q=-e^{-x}$, so that $|q|<1$. The differentiated geometric series is $\sum_{n\ge0}nq^n=q/(1-q)^2$. Its first term vanishes. Shifting the index by one and changing the overall sign gives

$$\sum_{n\ge0}(-1)^n(n+1)e^{-(n+1)x}=\frac{e^{-x}}{(1+e^{-x})^2}=w(-x)=w(x).$$

**The integral.** With $t=(n+1)x$, each exponential has the half-line moment

$$\int_0^\infty x^2(n+1)e^{-(n+1)x}\,dx=\frac{1}{(n+1)^2}\int_0^\infty t^2e^{-t}\,dt=\frac{2}{(n+1)^2}.$$

These moments are also the integrals of the absolute values of the terms, and their sum is finite. Sum and integral may therefore be exchanged:

$$\int_0^\infty x^2w(x)\,dx=\sum_{n\ge0}(-1)^n\frac{2}{(n+1)^2}=\frac{\pi^2}{6}.$$

Since $x^2w(x)$ is even, the whole axis gives twice this, $\pi^2/3$. The 4 in front of the series is thus a 2 from the Gamma integral times a 2 from the symmetry of the window.

```lean
import Mathlib

open MeasureTheory Set
open scoped Real

namespace SommerfeldConstant

noncomputable section

/-- The Fermi occupation at energy `x`, measured from the chemical potential in units of `kT`. -/
def fermi (x : ℝ) : ℝ := (Real.exp x + 1)⁻¹

/-- The Fermi window, the thermal weight `eˣ / (eˣ + 1)²`. -/
def fermiWindow (x : ℝ) : ℝ := Real.exp x / (Real.exp x + 1) ^ 2

/-- A convergent real series may have its terms and its value replaced by equal ones. -/
theorem hasSum_of_eq {f g : ℕ → ℝ} {a b : ℝ} (h : HasSum f a) (hf : ∀ n, g n = f n)
    (hb : b = a) : HasSum g b := by
  rw [hb, funext hf]
  exact h

/-- The Basel sum, with the terms numbered from zero. -/
theorem basel : HasSum (fun n : ℕ => 1 / ((n : ℝ) + 1) ^ 2) (π ^ 2 / 6) := by
  have h := (hasSum_nat_add_iff' 1).mpr hasSum_zeta_two
  simpa using h

/-- The inverse squares of the positive even numbers sum to `π²/24`. -/
theorem basel_even :
    HasSum (fun k : ℕ => 1 / (2 * ((k : ℝ) + 1)) ^ 2) (π ^ 2 / 24) := by
  refine hasSum_of_eq (basel.mul_left (1 / 4)) (fun k => ?_) (by ring)
  rw [mul_pow, div_mul_div_comm]
  norm_num

/-- The inverse squares of the positive odd numbers sum to `π²/8`. -/
theorem basel_odd :
    HasSum (fun k : ℕ => 1 / (2 * (k : ℝ) + 1) ^ 2) (π ^ 2 / 8) := by
  have hs : Summable (fun k : ℕ => 1 / (((2 * k : ℕ) : ℝ) + 1) ^ 2) :=
    basel.summable.comp_injective (i := fun k : ℕ => 2 * k)
      (by intro a b h; dsimp only at h; omega)
  have he : HasSum (fun k : ℕ => 1 / (((2 * k + 1 : ℕ) : ℝ) + 1) ^ 2) (π ^ 2 / 24) := by
    convert basel_even using 1
    funext k
    congr 2
    push_cast
    ring
  -- the odd terms are what the even terms leave of the Basel sum
  have ht := (HasSum.even_add_odd (f := fun n : ℕ => 1 / ((n : ℝ) + 1) ^ 2)
    hs.hasSum he).unique basel
  have h := hs.hasSum
  rw [eq_sub_of_add_eq ht] at h
  convert h using 1
  · funext k
    push_cast
    rfl
  · ring

/-- Four times the alternating sum of inverse squares, starting with `+1`, is `π²/3`. -/
theorem sommerfeld_series :
    HasSum (fun n : ℕ => 4 * ((-1 : ℝ) ^ n / ((n : ℝ) + 1) ^ 2)) (π ^ 2 / 3) := by
  have h1 : HasSum (fun k : ℕ => (-1 : ℝ) ^ (2 * k) / (((2 * k : ℕ) : ℝ) + 1) ^ 2)
      (π ^ 2 / 8) := by
    convert basel_odd using 1
    funext k
    rw [pow_mul, neg_one_sq, one_pow]
    push_cast
    rfl
  have h2 : HasSum (fun k : ℕ => (-1 : ℝ) ^ (2 * k + 1) / (((2 * k + 1 : ℕ) : ℝ) + 1) ^ 2)
      (-(π ^ 2 / 24)) := by
    refine hasSum_of_eq basel_even.neg (fun k => ?_) rfl
    have e : ((2 * k + 1 : ℕ) : ℝ) + 1 = 2 * ((k : ℝ) + 1) := by
      push_cast
      ring
    have s : (-1 : ℝ) ^ (2 * k + 1) = -1 := by
      rw [pow_succ, pow_mul, neg_one_sq, one_pow, one_mul]
    rw [e, s, neg_div]
  have h := (HasSum.even_add_odd
    (f := fun n : ℕ => (-1 : ℝ) ^ n / ((n : ℝ) + 1) ^ 2) h1 h2).mul_left 4
  exact hasSum_of_eq h (fun _ => rfl) (by ring)

/-- The Fermi window is minus the energy derivative of the Fermi occupation. -/
theorem hasDerivAt_fermi (x : ℝ) : HasDerivAt fermi (-fermiWindow x) x := by
  have hne : Real.exp x + 1 ≠ 0 := by positivity
  have h := ((Real.hasDerivAt_exp x).add_const 1).inv hne
  exact h.congr_deriv (by rw [fermiWindow]; ring)

/-- The Fermi window is symmetric about the chemical potential. -/
theorem fermiWindow_neg (x : ℝ) : fermiWindow (-x) = fermiWindow x := by
  have h : Real.exp x * Real.exp (-x) = 1 := by
    rw [← Real.exp_add, add_neg_cancel, Real.exp_zero]
  unfold fermiWindow
  rw [div_eq_div_iff (by positivity) (by positivity)]
  linear_combination (Real.exp x - Real.exp (-x)) * h

/-- Above the chemical potential the Fermi window is an alternating series of exponentials. -/
theorem fermiWindow_hasSum {x : ℝ} (hx : 0 < x) :
    HasSum (fun n : ℕ => (-1 : ℝ) ^ n * (((n : ℝ) + 1) * Real.exp (-(((n : ℝ) + 1) * x))))
      (fermiWindow x) := by
  have hq : ‖-Real.exp (-x)‖ < 1 := by
    rw [norm_neg, Real.norm_eq_abs, abs_of_pos (Real.exp_pos _), Real.exp_lt_one_iff]
    linarith
  -- differentiated geometric series in `-exp (-x)`; its vanishing first term is removed in the next step
  have h0 : HasSum (fun n : ℕ => (n : ℝ) * (-Real.exp (-x)) ^ n)
      (-Real.exp (-x) / (1 - -Real.exp (-x)) ^ 2) :=
    hasSum_coe_mul_geometric_of_norm_lt_one hq
  have h := ((hasSum_nat_add_iff' 1).mpr h0).neg
  refine hasSum_of_eq h (fun n => ?_) ?_
  · have he : Real.exp (-(((n : ℝ) + 1) * x)) = Real.exp (-x) ^ (n + 1) := by
      have ha : ((n + 1 : ℕ) : ℝ) * -x = -(((n : ℝ) + 1) * x) := by
        push_cast
        ring
      rw [← Real.exp_nat_mul, ha]
    rw [he, neg_pow (Real.exp (-x)) (n + 1)]
    push_cast
    ring
  · rw [← fermiWindow_neg x, fermiWindow, Finset.sum_range_one, Nat.cast_zero, zero_mul,
      sub_zero, sub_neg_eq_add, neg_div, neg_neg, add_comm (1 : ℝ)]

/-- The second moment of `(n+1) exp (-(n+1)x)` over the half-line `x > 0` is `2/(n+1)²`. -/
theorem term_moment (n : ℕ) :
    ∫ x in Ioi (0 : ℝ), x ^ 2 * (((n : ℝ) + 1) * Real.exp (-(((n : ℝ) + 1) * x)))
      = 2 / ((n : ℝ) + 1) ^ 2 := by
  have hG : Real.Gamma 3 = 2 := by
    rw [show (3 : ℝ) = ((2 : ℕ) : ℝ) + 1 by norm_num, Real.Gamma_nat_eq_factorial]
    norm_num [Nat.factorial]
  have h := Real.integral_rpow_mul_exp_neg_mul_Ioi (a := 3) (r := (n : ℝ) + 1)
    (by norm_num) (by positivity)
  rw [hG, show (3 : ℝ) - 1 = ((2 : ℕ) : ℝ) by norm_num,
    show (3 : ℝ) = ((3 : ℕ) : ℝ) by norm_num] at h
  simp only [Real.rpow_natCast] at h
  simp only [mul_left_comm _ ((n : ℝ) + 1) (Real.exp _)]
  rw [integral_const_mul, h]
  field_simp

/-- The product of `x²` and the Fermi window is integrable over the real line, and its integral is
`π²/3`. -/
theorem fermiWindow_second_moment :
    Integrable (fun x : ℝ => x ^ 2 * fermiWindow x) ∧
      ∫ x : ℝ, x ^ 2 * fermiWindow x = π ^ 2 / 3 := by
  let G : ℕ → ℝ → ℝ := fun n x =>
    x ^ 2 * (((n : ℝ) + 1) * Real.exp (-(((n : ℝ) + 1) * x)))
  have hG : ∀ n, ∫ x in Ioi (0 : ℝ), G n x = 2 / ((n : ℝ) + 1) ^ 2 := term_moment
  have hint : ∀ n, Integrable (G n) (volume.restrict (Ioi 0)) := by
    intro n
    by_contra hn
    have h0 := hG n
    rw [integral_undef hn] at h0
    have : 0 < 2 / ((n : ℝ) + 1) ^ 2 := by positivity
    linarith
  have hnorm : ∀ n x, ‖(-1 : ℝ) ^ n * G n x‖ = G n x := by
    intro n x
    have hp : 0 ≤ G n x := by
      dsimp only [G]
      positivity
    rw [norm_mul, norm_pow, norm_neg, norm_one, one_pow, one_mul, Real.norm_of_nonneg hp]
  have hsum : Summable (fun n => ∫ x in Ioi (0 : ℝ), ‖(-1 : ℝ) ^ n * G n x‖) := by
    simp only [hnorm, hG]
    refine (basel.summable.mul_left 2).congr (fun n => ?_)
    ring
  -- absolute summability lets the sum pass through the integral
  have hex := hasSum_integral_of_summable_integral_norm
    (fun n => (hint n).const_mul ((-1 : ℝ) ^ n)) hsum
  have hw : ∫ x in Ioi (0 : ℝ), ∑' n, (-1 : ℝ) ^ n * G n x
      = ∫ x in Ioi (0 : ℝ), x ^ 2 * fermiWindow x := by
    refine setIntegral_congr_fun measurableSet_Ioi (fun x hx => ?_)
    have h := (fermiWindow_hasSum hx).mul_left (x ^ 2)
    simp only [mul_left_comm (x ^ 2)] at h
    simpa only [G, mul_left_comm (x ^ 2)] using h.tsum_eq
  rw [hw] at hex
  simp only [integral_const_mul, hG] at hex
  have hs : HasSum (fun n : ℕ => (-1 : ℝ) ^ n * (2 / ((n : ℝ) + 1) ^ 2)) (π ^ 2 / 6) := by
    refine hasSum_of_eq (sommerfeld_series.mul_left (1 / 2)) (fun n => ?_) (by ring)
    ring
  -- the two halves of the energy axis contribute equally
  have habs : ∀ x : ℝ, |x| ^ 2 * fermiWindow |x| = x ^ 2 * fermiWindow x := by
    intro x
    rw [sq_abs]
    rcases abs_choice x with h | h
    · rw [h]
    · rw [h, fermiWindow_neg]
  have h2 := integral_comp_abs (f := fun x : ℝ => x ^ 2 * fermiWindow x)
  simp only [habs] at h2
  have hval : ∫ x : ℝ, x ^ 2 * fermiWindow x = π ^ 2 / 3 := by
    rw [h2, hex.unique hs]
    ring
  refine ⟨?_, hval⟩
  by_contra hn
  rw [integral_undef hn] at hval
  have : 0 < π ^ 2 / 3 := by positivity
  linarith

end

end SommerfeldConstant
```

```lean
#print axioms SommerfeldConstant.hasDerivAt_fermi
#print axioms SommerfeldConstant.fermiWindow_second_moment
```

```
'SommerfeldConstant.hasDerivAt_fermi' depends on axioms: [propext, Classical.choice, Quot.sound]
'SommerfeldConstant.fermiWindow_second_moment' depends on axioms: [propext, Classical.choice, Quot.sound]
```

## What the Lean statements say about the electrons

`fermi` is $f$ and `fermiWindow` is $w$, both real functions of the dimensionless energy `x`. The window is defined by its explicit formula, and `hasDerivAt_fermi` states that the derivative of the occupation at every `x` is `-fermiWindow x`.

`sommerfeld_series` is a `HasSum` statement: the series is summable, independently of the order of its terms, and its sum is `π ^ 2 / 3`. The index `n` runs over the natural numbers from zero, with `n + 1` in the denominator.

`fermiWindow_second_moment` has two parts. The function $x^2w(x)$ is integrable over the real line, and its integral is `π ^ 2 / 3`. Neither of these two theorems has a hypothesis.

The energy axis extends to $-\infty$, whereas a real band has a bottom; for a metal with $\mu\gg kT$ above the band edge, the missing tail is exponentially small. The constant is a pure number. It is neither the Sommerfeld expansion, which needs a smooth density of states and control of the remainder, nor the material-dependent Sommerfeld coefficient of the heat capacity.

For non-interacting electrons whose density of states $g$ per unit energy, counting both spins, is smooth and nonzero at $\mu$, this number enters the leading low-temperature heat capacity $\frac{\pi^2}{3}k^2T\,g(\mu)$. If the scattering is elastic and the conductivity, as a function of energy, is smooth and nonzero at $\mu$, it also enters the low-temperature limit of the Lorenz number, $\frac{\pi^2}{3}(k/e)^2$. Here $k$ is the Boltzmann constant and, in the Lorenz number, $e$ is the elementary charge. Those two formulas are physics that uses the constant, and the file does not derive them.

The window could also have been defined as `-deriv fermi x`. The moment theorem would then speak of $-f'$ directly, but the proofs given here of the symmetry and the expansion use the explicit formula, which would then come from computing the derivative. The value would be the same.

## How the proof follows the calculation

**Splitting the sum.** `basel` takes Mathlib's `hasSum_zeta_two` and shifts its index by one. `basel_even` multiplies it by one quarter. For `basel_odd`, the odd-denominator terms are summable because they form a subseries of a summable series. `HasSum.even_add_odd` then adds the two halves, and uniqueness of the sum turns "odd plus even equals Basel" into the value $\pi^2/8$. The names refer to the denominators; Lean's index `n` has the opposite parity.

`sommerfeld_series` evaluates the signs on the two halves, joins them with the same lemma and multiplies by four. The helper `hasSum_of_eq` only replaces terms and values by equal ones.

**Symmetry and expansion.** `hasDerivAt_fermi` applies the rule for the derivative of an inverse. `fermiWindow_neg` cross-multiplies the two fractions. The difference of the two sides is then $(e^x-e^{-x})(e^xe^{-x}-1)$, which vanishes because $e^xe^{-x}=1$; this is what the `linear_combination` line records.

`fermiWindow_hasSum` uses Mathlib's sum of $nq^n$ with $q=-e^{-x}$, removes the vanishing first term and changes the sign. It assumes `0 < x`, which is what makes $|q|<1$. At $x=0$ the terms would be $1,-2,3,-4,\dots$, which do not tend to zero, so the series diverges although $w(0)=1/4$. For $x<0$ the terms grow without bound in size, and the series diverges there too. The expansion is therefore used on the open half-line $x>0$, and the other half is reached by symmetry.

**Exchange and doubling.** `term_moment` is the Gamma integral with $\Gamma(3)=2$. In the final theorem, `G n` denotes the integrand of that lemma, and the sign $(-1)^n$ is written separately. The steps are then these:

- `hint` states that each `G n` is integrable on the half-line. Lean assigns the value zero to the integral of a non-integrable function, so a positive value proves integrability.
- `hsum` states that the integrals of the absolute values are summable, by comparison with twice the Basel series.
- `hex` exchanges sum and integral, using `hint` and `hsum`.
- `hw` identifies the summed integrand with $x^2w(x)$ for each $x>0$.
- `hs` gives the value $\pi^2/6$ of the resulting series, as half of `sommerfeld_series`.

For the whole axis, `habs` states that $x^2w(x)$ is unchanged when $x$ is replaced by $|x|$. Mathlib's `integral_comp_abs` says that the integral of such a function over the line is twice its integral over the positive half, which gives `hval`, the value $\pi^2/3$. Integrability over the whole line then follows by the same argument as in `hint`, because this value is positive.
